# Perturbation equations for the blocks of an idempotent density matrix that commutes with the Fock operator

## Series, projectors and commutators

Let $R$ be a ring with unit, in general noncommutative; its elements play the part of one-electron operators. The density matrix and the Fock operator are formal power series in a perturbation strength $t$,
$$D=\sum_{n\ge0}D_nt^n,\qquad F=\sum_{n\ge0}F_nt^n,$$
where $t$ commutes with every operator. The series are written without separate factors $1/n!$, so the $n$th derivative of $D$ at $t=0$ is $n!\,D_n$. Put $P=D_0$, $Q=1-P$, $[A,B]=AB-BA$, and
$$T_n=\sum_{0<k<n}D_kD_{n-k},\qquad S_n=\sum_{k=1}^{n}[F_k,D_{n-k}].$$

Two conditions are assumed. Idempotency, $D^2=D$, says for a Hermitian $D$ written in an orthonormal basis that its eigenvectors, the natural spin orbitals, have occupation 0 or 1. Stationarity, $FD=DF$, is the Hartree-Fock condition that $F$ does not mix occupied and virtual orbitals.

## The four blocks at order $n$

At order zero, $P^2=P$ and $[F_0,P]=0$, hence $PQ=QP=0$ and $[F_0,Q]=0$. For $n\ge1$, the coefficient of $t^n$ in $D^2=D$ is
$$PD_n+D_nP+T_n=D_n.$$
Multiplying by $P$ on both sides gives $2PD_nP+PT_nP=PD_nP$. Multiplying by $Q$ on both sides removes the first two terms. Therefore
$$PD_nP=-PT_nP,\qquad QD_nQ=QT_nQ.$$

The coefficient of $t^n$ in $FD-DF=0$ is $[F_0,D_n]+S_n=0$. Since $P$ and $Q$ commute with $F_0$,
$$[F_0,PD_nQ]=P[F_0,D_n]Q=-PS_nQ,$$
and likewise $[F_0,QD_nP]=-QS_nP$. These are Sylvester equations for the off-diagonal blocks.

For $n=1$, $T_1=0$ and $S_1=[F_1,P]$. The diagonal blocks vanish, and
$$[F_0,PD_1Q]=-P(F_1P-PF_1)Q=PF_1Q.$$

## Uniqueness across a gap

Suppose that no nonzero $X$ with $PXQ=X$ or $QXP=X$ commutes with $F_0$. For finite Hermitian matrices $F_0$ and $P$ that commute, take a basis of common eigenvectors, with occupied orbitals $i$, virtual orbitals $a$ and orbital energies $\varepsilon$. Then $[F_0,X]_{ia}=(\varepsilon_i-\varepsilon_a)X_{ia}$ and $[F_0,X]_{ai}=(\varepsilon_a-\varepsilon_i)X_{ai}$, so the condition says that no occupied energy equals a virtual one.

Let $D$ and $E$ both satisfy the equations with the same $F$ and the same $P$, and let them agree below order $n$. Then $T_n$ and $S_n$ agree, so the diagonal blocks of $D_n-E_n$ vanish and its off-diagonal blocks commute with $F_0$. By the gap condition these vanish too. Induction gives $D=E$.

## What the theorems say

`density_response` states the four block equations, with `coeff n D` for $D_n$, `lowerProducts D n` for $T_n$ and `source F D n` for $S_n$. `density_unique` adds the hypothesis `Gapped` and concludes that, for a given $F$ and a given $D_0$, at most one idempotent series $D$ commutes with $F$.

These equations underlie density-matrix calculations of static response in electronic structure, here as formal series with the whole of $F$ given. In self-consistent Hartree-Fock theory $F_n$ depends on $D_n$; that coupling is not treated, nor are convergence in $t$ and existence of solutions. Hermiticity is not required.

`modelDensity_witness` gives a two-orbital example, $D=P+tN$ with $F=-D$, that meets all the hypotheses and has $D_1=N\ne0$. Here $P$ projects on the first orbital, and $N$ takes the second orbital to the first and the first to zero (`P₂` and `N₂` in the code). For real $t\ne0$ this $D$ is an oblique projector, and neither $D$ nor $F$ is Hermitian, so the example shows that the hypotheses are consistent but is not a physical Hartree-Fock state.

In Lean 4 with Mathlib:

```lean
import Mathlib

open PowerSeries

namespace DensityMatrixPerturbation

noncomputable section

variable {R : Type*} [Ring R]

/-- The commutator of two operators. -/
def comm (a b : R) : R := a * b - b * a

/-- The sum `T_n` of the products `D_k D_(n-k)` with `0 < k < n`. -/
def lowerProducts (D : PowerSeries R) (n : ℕ) : R :=
  ∑ k ∈ Finset.Ioo 0 n, coeff k D * coeff (n - k) D

/-- The sum of the commutators `[F_k, D_(n-k)]` with `1 ≤ k ≤ n`. -/
def source (F D : PowerSeries R) (n : ℕ) : R :=
  ∑ k ∈ Finset.Icc 1 n, comm (coeff k F) (coeff (n - k) D)

/-- The gap condition: no nonzero operator between the occupied space of `P` and the
virtual space of `1 - P`, in either direction, commutes with `f`. -/
def Gapped (f P : R) : Prop :=
  ∀ X : R, comm f X = 0 → (P * X * (1 - P) = X ∨ (1 - P) * X * P = X) → X = 0

/-- The order-`n` term of a product of two perturbation series. -/
theorem coeff_mul_range (A B : PowerSeries R) (n : ℕ) :
    coeff n (A * B) = ∑ k ∈ Finset.range (n + 1), coeff k A * coeff (n - k) B := by
  rw [PowerSeries.coeff_mul]
  exact Finset.Nat.sum_antidiagonal_eq_sum_range_succ
    (fun i j => coeff i A * coeff j B) n

/-- Idempotency at order `n ≥ 1`: `P D_n + D_n P + T_n = D_n`. -/
theorem idempotency_order {D : PowerSeries R} (hD : D * D = D) {n : ℕ} (hn : 1 ≤ n) :
    coeff 0 D * coeff n D + coeff n D * coeff 0 D + lowerProducts D n = coeff n D := by
  have h := congrArg (coeff n) hD
  have hs : Finset.range (n + 1) = insert 0 (insert n (Finset.Ioo 0 n)) := by
    ext k
    simp only [Finset.mem_range, Finset.mem_insert, Finset.mem_Ioo]
    omega
  have h0 : 0 ∉ insert n (Finset.Ioo 0 n) := by
    simp only [Finset.mem_insert, Finset.mem_Ioo]
    omega
  rw [coeff_mul_range, hs, Finset.sum_insert h0, Finset.sum_insert (by simp),
    Nat.sub_zero, Nat.sub_self, ← add_assoc] at h
  exact h

/-- Stationarity at order `n`: `[F_0, D_n]` is minus the sum of the `[F_k, D_(n-k)]`
with `1 ≤ k ≤ n`. -/
theorem stationarity_order {F D : PowerSeries R} (hFD : F * D = D * F) (n : ℕ) :
    comm (coeff 0 F) (coeff n D) = -source F D n := by
  -- the product in the other order, summed backwards
  have hr : coeff n (D * F) =
      ∑ k ∈ Finset.range (n + 1), coeff (n - k) D * coeff k F := by
    rw [coeff_mul_range, ← Finset.sum_range_reflect]
    apply Finset.sum_congr rfl
    intro k hk
    have hk' := Finset.mem_range.mp hk
    have e1 : n + 1 - 1 - k = n - k := by omega
    have e2 : n - (n - k) = k := by omega
    simp only [e1, e2]
  have h : ∑ k ∈ Finset.range (n + 1), comm (coeff k F) (coeff (n - k) D) = 0 := by
    unfold comm
    rw [Finset.sum_sub_distrib, ← coeff_mul_range F D n, ← hr, hFD, sub_self]
  have hs : Finset.range (n + 1) = insert 0 (Finset.Icc 1 n) := by
    ext k
    simp only [Finset.mem_range, Finset.mem_insert, Finset.mem_Icc]
    omega
  rw [hs, Finset.sum_insert (by simp), Nat.sub_zero] at h
  exact eq_neg_of_add_eq_zero_left h

/-- If `P` is a projector and `P d + d P + t = d`, then the occupied block of `d` is minus
that of `t`, and the virtual blocks of `d` and `t` agree. -/
theorem diagonal_blocks {P d t : R} (hP : P * P = P) (h : P * d + d * P + t = d) :
    P * d * P = -(P * t * P) ∧ (1 - P) * d * (1 - P) = (1 - P) * t * (1 - P) := by
  have ht : t = d - (P * d + d * P) := eq_sub_iff_add_eq'.mpr h
  have hPQ : P * (1 - P) = 0 := by rw [mul_sub, mul_one, hP, sub_self]
  have hQP : (1 - P) * P = 0 := by rw [sub_mul, one_mul, hP, sub_self]
  constructor
  · apply eq_neg_of_add_eq_zero_left
    have e : P * d * P + P * (d - (P * d + d * P)) * P
        = P * d * P + P * d * P - (P * P) * d * P - P * d * (P * P) := by noncomm_ring
    rw [ht, e, hP]
    abel
  · have e : (1 - P) * (d - (P * d + d * P)) * (1 - P) = (1 - P) * d * (1 - P)
        - ((1 - P) * P) * d * (1 - P) - (1 - P) * d * (P * (1 - P)) := by noncomm_ring
    rw [ht, e, hPQ, hQP]
    simp

/-- Taking a block with operators `A`, `B` that commute with `f` commutes with forming
the commutator with `f`. -/
theorem comm_block {f A B : R} (hA : f * A = A * f) (hB : f * B = B * f) (d : R) :
    comm f (A * d * B) = A * comm f d * B := by
  unfold comm
  calc f * (A * d * B) - A * d * B * f
      = (f * A) * d * B - A * d * (B * f) := by noncomm_ring
    _ = (A * f) * d * B - A * d * (f * B) := by rw [hA, ← hB]
    _ = A * (f * d - d * f) * B := by noncomm_ring

/-- The zeroth-order density matrix is a projector. -/
theorem zeroth_idempotent {D : PowerSeries R} (hD : D * D = D) :
    coeff 0 D * coeff 0 D = coeff 0 D := by
  have h := congrArg (coeff 0) hD
  rw [coeff_mul_range, zero_add, Finset.sum_range_one] at h
  exact h

/-- Density-matrix perturbation theory at order `n ≥ 1`: the diagonal blocks of `D_n` are
given by `T_n`, and each off-diagonal block solves a Sylvester equation with `F_0`. -/
theorem density_response {F D : PowerSeries R} (hD : D * D = D) (hFD : F * D = D * F)
    {P Q : R} (hP : P = coeff 0 D) (hQ : Q = 1 - P) {n : ℕ} (hn : 1 ≤ n) :
    P * coeff n D * P = -(P * lowerProducts D n * P) ∧
    Q * coeff n D * Q = Q * lowerProducts D n * Q ∧
    comm (coeff 0 F) (P * coeff n D * Q) = -(P * source F D n * Q) ∧
    comm (coeff 0 F) (Q * coeff n D * P) = -(Q * source F D n * P) := by
  subst hQ
  subst hP
  have hb := diagonal_blocks (zeroth_idempotent hD) (idempotency_order hD hn)
  -- at order zero the projector commutes with the Fock operator
  have hc : coeff 0 F * coeff 0 D = coeff 0 D * coeff 0 F := by
    have h := stationarity_order hFD 0
    have hs : source F D 0 = 0 := by simp [source]
    rw [hs, neg_zero] at h
    exact sub_eq_zero.mp h
  have hq : coeff 0 F * (1 - coeff 0 D) = (1 - coeff 0 D) * coeff 0 F := by
    rw [mul_sub, sub_mul, hc, mul_one, one_mul]
  refine ⟨hb.1, hb.2, ?_, ?_⟩
  · rw [comm_block hc hq, stationarity_order hFD n, mul_neg, neg_mul]
  · rw [comm_block hq hc, stationarity_order hFD n, mul_neg, neg_mul]

/-- First-order response: the diagonal blocks of `D_1` vanish and its occupied-virtual
block `X` solves `[F_0, X] = P F_1 Q`. -/
theorem first_order_response {F D : PowerSeries R} (hD : D * D = D) (hFD : F * D = D * F)
    {P Q : R} (hP : P = coeff 0 D) (hQ : Q = 1 - P) :
    P * coeff 1 D * P = 0 ∧ Q * coeff 1 D * Q = 0 ∧
    comm (coeff 0 F) (P * coeff 1 D * Q) = P * coeff 1 F * Q := by
  obtain ⟨h1, h2, h3, -⟩ := density_response hD hFD hP hQ le_rfl
  have hT : lowerProducts D 1 = 0 := by
    apply Finset.sum_eq_zero
    intro k hk
    have hk' := Finset.mem_Ioo.mp hk
    exfalso
    omega
  have hS : source F D 1 = comm (coeff 1 F) P := by
    rw [hP]
    simp [source]
  have hPP : P * P = P := by rw [hP]; exact zeroth_idempotent hD
  have hPQ : P * Q = 0 := by rw [hQ, mul_sub, mul_one, hPP, sub_self]
  refine ⟨by rw [h1, hT]; simp, by rw [h2, hT]; simp, ?_⟩
  have e : -(P * (coeff 1 F * P - P * coeff 1 F) * Q)
      = (P * P) * coeff 1 F * Q - P * coeff 1 F * (P * Q) := by noncomm_ring
  rw [h3, hS, comm, e, hPP, hPQ, mul_zero, sub_zero]

/-- Under the gap condition, the Fock series and the zeroth-order density matrix determine
the density matrix to all orders. -/
theorem density_unique {F D E : PowerSeries R} (hD : D * D = D) (hE : E * E = E)
    (hFD : F * D = D * F) (hFE : F * E = E * F) (h0 : coeff 0 D = coeff 0 E)
    (gap : Gapped (coeff 0 F) (coeff 0 D)) : D = E := by
  ext n
  induction n using Nat.strong_induction_on with
  | _ n ih =>
    rcases Nat.eq_zero_or_pos n with rfl | hn
    · exact h0
    -- the lower orders enter both solutions in the same way
    have hT : lowerProducts D n = lowerProducts E n := by
      apply Finset.sum_congr rfl
      intro k hk
      have hk' := Finset.mem_Ioo.mp hk
      rw [ih k hk'.2, ih (n - k) (by omega)]
    have hS : source F D n = source F E n := by
      apply Finset.sum_congr rfl
      intro k hk
      have hk' := Finset.mem_Icc.mp hk
      rw [ih (n - k) (by omega)]
    obtain ⟨a1, a2, a3, a4⟩ := density_response hD hFD rfl rfl hn
    obtain ⟨b1, b2, b3, b4⟩ := density_response hE hFE h0 rfl hn
    rw [← hT] at b1 b2
    rw [← hS] at b3 b4
    have hP := zeroth_idempotent hD
    generalize coeff 0 D = P at *
    generalize coeff n D = d at *
    generalize coeff n E = e at *
    have hQ : (1 - P) * (1 - P) = 1 - P := by
      have e1 : (1 - P) * (1 - P) = 1 - P - P + P * P := by noncomm_ring
      rw [e1, hP]
      abel
    have sub_block : ∀ A B : R, comm (coeff 0 F) (A * d * B - A * e * B)
        = comm (coeff 0 F) (A * d * B) - comm (coeff 0 F) (A * e * B) := by
      intro A B
      unfold comm
      noncomm_ring
    have stay : ∀ A B : R, A * A = A → B * B = B →
        A * (A * d * B - A * e * B) * B = A * d * B - A * e * B := by
      intro A B hA hB
      have e1 : A * (A * d * B - A * e * B) * B
          = (A * A) * d * (B * B) - (A * A) * e * (B * B) := by noncomm_ring
      rw [e1, hA, hB]
    -- the gap removes the off-diagonal blocks of the difference
    have x1 := gap _ (by rw [sub_block, a3, b3, sub_self]) (Or.inl (stay P (1 - P) hP hQ))
    have x2 := gap _ (by rw [sub_block, a4, b4, sub_self]) (Or.inr (stay (1 - P) P hQ hP))
    have split : ∀ z : R, z = P * z * P + P * z * (1 - P) + (1 - P) * z * P
        + (1 - P) * z * (1 - P) := by
      intro z
      noncomm_ring
    rw [split d, split e, a1, b1, a2, b2, sub_eq_zero.mp x1, sub_eq_zero.mp x2]

/-- The projector on the first of two orbitals. -/
def P₂ : Matrix (Fin 2) (Fin 2) ℚ := !![1, 0; 0, 0]

/-- The operator taking the second orbital to the first. -/
def N₂ : Matrix (Fin 2) (Fin 2) ℚ := !![0, 1; 0, 0]

/-- The two-orbital density matrix `P₂ + t N₂`, with `t` the formal variable. -/
def modelDensity : PowerSeries (Matrix (Fin 2) (Fin 2) ℚ) := C P₂ + X * C N₂

/-- The two-orbital density matrix `D` with Fock series `-D` is idempotent, stationary and
gapped, and its first-order term is nonzero. -/
theorem modelDensity_witness :
    modelDensity * modelDensity = modelDensity ∧
    (-modelDensity) * modelDensity = modelDensity * (-modelDensity) ∧
    Gapped (coeff 0 (-modelDensity)) (coeff 0 modelDensity) ∧
    coeff 1 modelDensity ≠ 0 := by
  have hPP : P₂ * P₂ = P₂ := by
    ext i j; fin_cases i <;> fin_cases j <;> simp [P₂, Matrix.mul_apply]
  have hPN : P₂ * N₂ = N₂ := by
    ext i j; fin_cases i <;> fin_cases j <;> simp [P₂, N₂, Matrix.mul_apply]
  have hNP : N₂ * P₂ = 0 := by
    ext i j; fin_cases i <;> fin_cases j <;> simp [P₂, N₂, Matrix.mul_apply]
  have hNN : N₂ * N₂ = 0 := by
    ext i j; fin_cases i <;> fin_cases j <;> simp [N₂, Matrix.mul_apply]
  refine ⟨?_, by rw [neg_mul, mul_neg], ?_, ?_⟩
  · have hp := (PowerSeries.commute_X (C P₂)).eq
    have hn := (PowerSeries.commute_X (C N₂)).eq
    unfold modelDensity
    calc (C P₂ + X * C N₂) * (C P₂ + X * C N₂)
        = C P₂ * C P₂ + (C P₂ * X) * C N₂ + X * (C N₂ * C P₂)
          + X * (C N₂ * X) * C N₂ := by noncomm_ring
      _ = C P₂ * C P₂ + X * (C P₂ * C N₂) + X * (C N₂ * C P₂)
          + X * (X * (C N₂ * C N₂)) := by rw [hp, hn]; simp only [mul_assoc]
      _ = C P₂ + X * C N₂ := by
          rw [← map_mul, ← map_mul, ← map_mul, ← map_mul, hPP, hPN, hNP, hNN]
          simp
  · have h0 : coeff 0 modelDensity = P₂ := by simp [modelDensity]
    rw [map_neg, h0]
    intro Y hY hb
    have hc : Y * P₂ = P₂ * Y := by
      apply sub_eq_zero.mp
      calc Y * P₂ - P₂ * Y = comm (-P₂) Y := by unfold comm; noncomm_ring
        _ = 0 := hY
    rcases hb with hb | hb
    · rw [← hb, ← hc, mul_assoc, mul_sub, mul_one, hPP, sub_self, mul_zero]
    · rw [← hb, mul_assoc, hc, ← mul_assoc, sub_mul, one_mul, hPP, sub_self, zero_mul]
  · have h1 : coeff 1 modelDensity = N₂ := by
      have h := PowerSeries.coeff_succ_X_mul 0 (C N₂)
      rw [zero_add] at h
      unfold modelDensity
      rw [map_add, h, PowerSeries.coeff_C]
      simp
    rw [h1]
    intro h
    have h01 := congrFun (congrFun h 0) 1
    simp [N₂] at h01

end

end DensityMatrixPerturbation
```

```lean
#print axioms DensityMatrixPerturbation.density_response
-- 'DensityMatrixPerturbation.density_response' depends on axioms: [propext, Classical.choice, Quot.sound]
#print axioms DensityMatrixPerturbation.first_order_response
-- 'DensityMatrixPerturbation.first_order_response' depends on axioms: [propext, Classical.choice, Quot.sound]
#print axioms DensityMatrixPerturbation.density_unique
-- 'DensityMatrixPerturbation.density_unique' depends on axioms: [propext, Classical.choice, Quot.sound]
```

## How the proof runs

`idempotency_order` and `stationarity_order` extract the coefficients: the first splits the terms $k=0$ and $k=n$ off a finite sum, and the second splits off only $k=0$, after reversing the sum for $DF$. `diagonal_blocks` does the projections, and `comm_block` moves $P$ and $Q$ through the commutator. `density_response` combines them.

In `density_unique`, `sub_block` and `stay` show that each off-diagonal difference commutes with $F_0$ and lies in its own block, so that it vanishes by the gap condition, and `split` reassembles $D_n$ from its four blocks.

## `noncomm_ring` and visible factors

The algebra turns on `noncomm_ring`, which proves identities valid in every ring but does not use hypotheses such as $P^2=P$. The proofs therefore first state an expansion in which `(P * P)` or `(P * (1 - P))` stands as a bracketed factor. `noncomm_ring` proves the expansion, and `rw` then replaces the factor by `P` or `0`.

## Perturbations that do not mix the spaces

Uniqueness has a consequence that the code does not state: if every $F_k$ commutes with $P$ and the gap condition holds, then $D=P$ to all orders. The constant series $P$ satisfies both equations, and uniqueness does the rest.
